# With independent, uniformly random gap phases, $N$ identical coherent scatterers in one channel have mean Landauer resistance $((1+2z)^N-1)/2$

## Can a mean resistance go back into the two-scatterer rule?

I treat the phases between scatterers in a single-channel wire as independent and uniform on $[0,2\pi]$, and I average the Landauer resistance $z=1/T-1$ over them. It is in units of $h/e^2$ for one spin-resolved channel and leaves out the contact resistance. For two scatterers I get $z_1+z_2+2z_1z_2$. To add a third, I would insert this mean as if it were the resistance of a single object. But the pair has no fixed resistance: it depends on the phase that I have just averaged away. Is the iteration legitimate, and do I really lose $Nz$ even though all phases are random?

## Yes, because the later averages are affine in the resistance already present

The choice to settle first is what the average acts on. Here it acts on the resistance of the full transfer-matrix product, with one integral per attached scatterer, so the composition rule has to be derived.

A scatterer has a complex reflection parameter $\rho$ with $|\rho|<1$, and a gap has a round-trip phase $\varphi$:

$$S(\rho)=\frac{1}{\sqrt{1-|\rho|^2}}\begin{pmatrix}1&\rho\\ \rho^*&1\end{pmatrix},\qquad P(\varphi)=\begin{pmatrix}e^{-i\varphi/2}&0\\0&e^{i\varphi/2}\end{pmatrix}.$$

These matrices take the (right-moving, left-moving) amplitudes on the right to those on the left. With one unit transmitted and nothing entering from the right, a conductor $M$ has incident amplitude $a=M_{00}$ and reflected amplitude $b=M_{10}$. Hence $T=1/|a|^2$, and current conservation reads $|a|^2-|b|^2=1$. Its resistance is $z_M=|a|^2-1=|b|^2$. For a single scatterer, $T=1-|\rho|^2$ and $z_\rho=1/(1-|\rho|^2)-1$.

Attaching a scatterer on the left gives $S(\rho)P(\varphi)M$, with

$$|a'|^2=\frac{|a+\rho e^{i\varphi}b|^2}{1-|\rho|^2},\qquad |b'|^2=\frac{|\rho^*a+e^{i\varphi}b|^2}{1-|\rho|^2}.$$

The cross terms in $|a'|^2-|b'|^2$ cancel, leaving $|a|^2-|b|^2=1$, so current stays conserved.

For a pair, let $r_1,r_2$ be real reflection amplitudes into the gap and $T_i=1-r_i^2$. A wave hitting $S(\rho)$ from the right is reflected with amplitude $-\rho$, and one from the left with $\rho^*$. The left scatterer therefore has $\rho=-r_1$ and the right one $\rho=r_2$. With $|a|^2=1/T_2$ and $b=r_2a$,

$$\frac1T=\frac{|1-r_1r_2e^{i\varphi}|^2}{T_1T_2}.$$

For general $M$, expand the square and use $1/(1-|\rho|^2)=1+z_\rho$ and $|\rho|^2/(1-|\rho|^2)=z_\rho$:

$$\begin{aligned}|a'|^2-1&=(1+z_\rho)(1+z_M)+z_\rho z_M-1+\frac{2\,\mathrm{Re}(a^*\rho b\,e^{i\varphi})}{1-|\rho|^2}\\&=z_\rho+z_M+2z_\rho z_M+\frac{2\,\mathrm{Re}(a^*\rho b\,e^{i\varphi})}{1-|\rho|^2}.\end{aligned}$$

The last term averages to zero. What remains satisfies $1+2z'=(1+2z_\rho)(1+2z_M)$.

Now your doubt. Suppose that averaging over all later gaps turns a conductor of resistance $x$ into $((1+2x)C-1)/2$, where $C$ is the product of the later factors $1+2z_i$. This is affine in $x$. Inserting the phase-dependent $x=|a'|^2-1$ gives a constant plus a multiple of the same harmonic term, so the average over $\varphi$ simply replaces $x$ by its mean. By induction the factors multiply. Starting from an empty wire, with $x=0$, $N$ identical scatterers give $((1+2z)^N-1)/2$.

For $z>0$ and $N\ge2$ this exceeds $Nz$, since $(1+2z)^N>1+2Nz$. At $N=2$ the two sides of this inequality differ by $4z^2$; multiplying the inequality for $n$ by $1+2z$ gives $1+2(n+1)z+4nz^2$ on the right, which is at least what $n+1$ needs. Random phases remove the interference term but leave $2z_\rho z_M$.

In the Lean file, `scatterer`, `gap`, `transmission` and `resistance` are these objects, and `phaseMean` is the uniform average. `meanResistance` attaches a list of scatterers, head first, with a separate average each time. The matrix `1` is the empty wire; the phase next to it has no effect.

- `inv_transmission_pair` and `phaseMean_pair` give $1/T$ for two scatterers and the mean of $1/T-1$, for real $r_i$ with $|r_i|<1$, either sign allowed.
- `meanResistance_eq` allows different scatterers and any current-conserving starting conductor; `hM` is that conservation law.
- `meanResistance_identical` holds for every $N$, including $0$ and $1$.
- `ohm_lt_meanResistance` gives the strict excess for $N\ge2$ and $0<|\rho|<1$.

The model is lossless, non-interacting and fully phase-coherent, with each scatterer's own transmission phase set to zero. A fixed nonzero one would only shift the gap phases, which leaves the uniform averages unchanged. Independent uniform phases are assumed; they stand for gap lengths that vary over many wavelengths between samples. The result concerns the mean, which need not be the resistance of a typical sample. For simulations of disordered wires within this single-channel model, it says that the averaged resistance at fixed $z>0$ grows exponentially with the number of scatterers.

```lean
import Mathlib

open scoped ComplexConjugate

namespace PhaseAveragedResistance

noncomputable section

/-- Transfer matrix of a lossless scatterer with complex reflection parameter `ρ`, `‖ρ‖ < 1`.
It maps the (right-moving, left-moving) amplitudes on its right to those on its left. -/
def scatterer (ρ : ℂ) : Matrix (Fin 2) (Fin 2) ℂ :=
  (((√(1 - ‖ρ‖ ^ 2))⁻¹ : ℝ) : ℂ) • !![1, ρ; conj ρ, 1]

/-- Transfer matrix of free propagation across a gap with round-trip phase `φ`. -/
def gap (φ : ℝ) : Matrix (Fin 2) (Fin 2) ℂ :=
  !![Complex.exp (-((φ : ℂ) / 2 * Complex.I)), 0; 0, Complex.exp ((φ : ℂ) / 2 * Complex.I)]

/-- Transmission probability of a conductor with transfer matrix `M`, where `M 0 0 ≠ 0`. -/
def transmission (M : Matrix (Fin 2) (Fin 2) ℂ) : ℝ := 1 / ‖M 0 0‖ ^ 2

/-- Dimensionless Landauer resistance `1/T - 1` of a conductor with transfer matrix `M`,
where `M 0 0 ≠ 0`. -/
def resistance (M : Matrix (Fin 2) (Fin 2) ℂ) : ℝ := 1 / transmission M - 1

/-- Mean of `f` over a phase distributed uniformly on `[0, 2π]`. -/
def phaseMean (f : ℝ → ℝ) : ℝ := 1 / (2 * Real.pi) * ∫ φ in (0 : ℝ)..(2 * Real.pi), f φ

/-- Mean resistance after the listed scatterers are attached one by one to the left of the
conductor `M`, each across a gap whose phase is averaged independently. -/
def meanResistance : List ℂ → Matrix (Fin 2) (Fin 2) ℂ → ℝ
  | [], M => resistance M
  | ρ :: l, M => phaseMean fun φ => meanResistance l (scatterer ρ * gap φ * M)

/-- A scatterer with `‖ρ‖ < 1` transmits with probability `1 - ‖ρ‖²`. -/
theorem transmission_scatterer {ρ : ℂ} (hρ : ‖ρ‖ < 1) :
    transmission (scatterer ρ) = 1 - ‖ρ‖ ^ 2 := by
  have h : 0 ≤ 1 - ‖ρ‖ ^ 2 := by nlinarith [norm_nonneg ρ]
  have h00 : scatterer ρ 0 0 = (((√(1 - ‖ρ‖ ^ 2))⁻¹ : ℝ) : ℂ) := by simp [scatterer]
  rw [transmission, h00, Complex.norm_real, Real.norm_eq_abs, sq_abs, inv_pow,
    Real.sq_sqrt h, one_div, inv_inv]

/-- Squared wave amplitudes, per unit transmitted wave, after a scatterer with `‖ρ‖ < 1` is
attached to the left of the conductor `M` across a gap of phase `φ`. -/
theorem amplitudes_attach {ρ : ℂ} (hρ : ‖ρ‖ < 1) (M : Matrix (Fin 2) (Fin 2) ℂ) (φ : ℝ) :
    ‖(scatterer ρ * gap φ * M) 0 0‖ ^ 2 =
        ‖M 0 0 + ρ * (Complex.exp (φ * Complex.I) * M 1 0)‖ ^ 2 / (1 - ‖ρ‖ ^ 2) ∧
      ‖(scatterer ρ * gap φ * M) 1 0‖ ^ 2 =
        ‖conj ρ * M 0 0 + Complex.exp (φ * Complex.I) * M 1 0‖ ^ 2 / (1 - ‖ρ‖ ^ 2) := by
  have hs : ‖scatterer ρ 0 0‖ ^ 2 = 1 / (1 - ‖ρ‖ ^ 2) := by
    rw [← transmission_scatterer hρ, transmission, one_div_one_div]
  have hp : ‖Complex.exp (-((φ : ℂ) / 2 * Complex.I))‖ = 1 := by
    have : -((φ : ℂ) / 2 * Complex.I) = ((-(φ / 2) : ℝ) : ℂ) * Complex.I := by
      push_cast; ring
    rw [this, Complex.norm_exp_ofReal_mul_I]
  have he : Complex.exp ((φ : ℂ) / 2 * Complex.I) =
      Complex.exp (-((φ : ℂ) / 2 * Complex.I)) * Complex.exp (φ * Complex.I) := by
    rw [← Complex.exp_add]; congr 1; ring
  -- a common one-way phase factors out of both amplitudes
  have h0 : (scatterer ρ * gap φ * M) 0 0 = scatterer ρ 0 0 *
      Complex.exp (-((φ : ℂ) / 2 * Complex.I)) *
        (M 0 0 + ρ * (Complex.exp (φ * Complex.I) * M 1 0)) := by
    simp [scatterer, gap, he, Matrix.mul_apply, Fin.sum_univ_two, -mul_eq_mul_left_iff]
    ring
  have h1 : (scatterer ρ * gap φ * M) 1 0 = scatterer ρ 0 0 *
      Complex.exp (-((φ : ℂ) / 2 * Complex.I)) *
        (conj ρ * M 0 0 + Complex.exp (φ * Complex.I) * M 1 0) := by
    simp [scatterer, gap, he, Matrix.mul_apply, Fin.sum_univ_two, -mul_eq_mul_left_iff]
    ring
  constructor
  · rw [h0, norm_mul, norm_mul, hp, mul_one, mul_pow, hs]; ring
  · rw [h1, norm_mul, norm_mul, hp, mul_one, mul_pow, hs]; ring

/-- Attaching a scatterer with `‖ρ‖ < 1` to a current-conserving conductor leaves the
current conserved. -/
theorem current_attach {ρ : ℂ} (hρ : ‖ρ‖ < 1) {M : Matrix (Fin 2) (Fin 2) ℂ}
    (hM : ‖M 0 0‖ ^ 2 - ‖M 1 0‖ ^ 2 = 1) (φ : ℝ) :
    ‖(scatterer ρ * gap φ * M) 0 0‖ ^ 2 - ‖(scatterer ρ * gap φ * M) 1 0‖ ^ 2 = 1 := by
  have h : 1 - ‖ρ‖ ^ 2 ≠ 0 := by nlinarith [norm_nonneg ρ]
  have key : ∀ a u : ℂ, ‖a + ρ * u‖ ^ 2 - ‖conj ρ * a + u‖ ^ 2 =
      (1 - ‖ρ‖ ^ 2) * (‖a‖ ^ 2 - ‖u‖ ^ 2) := by
    intro a u
    simp only [Complex.sq_norm, Complex.normSq_apply, Complex.add_re, Complex.add_im,
      Complex.mul_re, Complex.mul_im, Complex.conj_re, Complex.conj_im]
    ring
  rw [(amplitudes_attach hρ M φ).1, (amplitudes_attach hρ M φ).2, ← sub_div, key, norm_mul,
    Complex.norm_exp_ofReal_mul_I, one_mul, hM, mul_one, div_self h]

/-- Two scatterers whose reflection amplitudes into the gap are `r₁` and `r₂`, both of magnitude
below one, have `1/T = |1 - r₁ r₂ exp(iφ)|² / (T₁ T₂)` with `Tᵢ = 1 - rᵢ²`. -/
theorem inv_transmission_pair {r₁ r₂ : ℝ} (h₁ : |r₁| < 1) (h₂ : |r₂| < 1) (φ : ℝ) :
    1 / transmission (scatterer (-(r₁ : ℂ)) * gap φ * scatterer (r₂ : ℂ)) =
      ‖1 - (r₁ : ℂ) * r₂ * Complex.exp (φ * Complex.I)‖ ^ 2 /
        ((1 - r₁ ^ 2) * (1 - r₂ ^ 2)) := by
  have n₁ : ‖-(r₁ : ℂ)‖ = |r₁| := by rw [norm_neg, Complex.norm_real, Real.norm_eq_abs]
  have n₂ : ‖(r₂ : ℂ)‖ = |r₂| := by rw [Complex.norm_real, Real.norm_eq_abs]
  have hs : ‖scatterer (r₂ : ℂ) 0 0‖ ^ 2 = 1 / (1 - r₂ ^ 2) := by
    rw [← sq_abs r₂, ← n₂, ← transmission_scatterer (n₂ ▸ h₂), transmission, one_div_one_div]
  have h10 : scatterer (r₂ : ℂ) 1 0 = r₂ * scatterer (r₂ : ℂ) 0 0 := by
    simp [scatterer, mul_comm]
  have hf : scatterer (r₂ : ℂ) 0 0 + -(r₁ : ℂ) * (Complex.exp (φ * Complex.I) *
      (r₂ * scatterer (r₂ : ℂ) 0 0)) =
      scatterer (r₂ : ℂ) 0 0 * (1 - (r₁ : ℂ) * r₂ * Complex.exp (φ * Complex.I)) := by ring
  rw [transmission, one_div_one_div, (amplitudes_attach (n₁ ▸ h₁) _ φ).1, h10, hf, norm_mul,
    mul_pow, hs, n₁, sq_abs, one_div, div_eq_mul_inv, div_eq_mul_inv, mul_inv]
  ring

/-- Attaching a scatterer with `‖ρ‖ < 1` to a current-conserving conductor gives the resistance
`z₁ + z₂ + 2 z₁ z₂` plus an interference term harmonic in the gap phase. -/
theorem resistance_attach {ρ : ℂ} (hρ : ‖ρ‖ < 1) {M : Matrix (Fin 2) (Fin 2) ℂ}
    (hM : ‖M 0 0‖ ^ 2 - ‖M 1 0‖ ^ 2 = 1) (φ : ℝ) :
    resistance (scatterer ρ * gap φ * M) =
      (resistance (scatterer ρ) + resistance M + 2 * resistance (scatterer ρ) * resistance M) +
        2 / (1 - ‖ρ‖ ^ 2) *
          (conj (M 0 0) * ρ * M 1 0 * Complex.exp (φ * Complex.I)).re := by
  have h : 1 - ‖ρ‖ ^ 2 ≠ 0 := by nlinarith [norm_nonneg ρ]
  have key : ∀ a u : ℂ, ‖a + u‖ ^ 2 = ‖a‖ ^ 2 + ‖u‖ ^ 2 + 2 * (conj a * u).re := by
    intro a u
    simp only [Complex.sq_norm, Complex.normSq_apply, Complex.add_re, Complex.add_im,
      Complex.mul_re, Complex.conj_re, Complex.conj_im]
    ring
  have hw : conj (M 0 0) * (ρ * (Complex.exp (φ * Complex.I) * M 1 0)) =
      conj (M 0 0) * ρ * M 1 0 * Complex.exp (φ * Complex.I) := by ring
  have hb : ‖M 1 0‖ ^ 2 = ‖M 0 0‖ ^ 2 - 1 := by linarith
  have hr : ∀ A : Matrix (Fin 2) (Fin 2) ℂ, resistance A = ‖A 0 0‖ ^ 2 - 1 := by
    intro A; rw [resistance, transmission, one_div_one_div]
  have hz : resistance (scatterer ρ) = 1 / (1 - ‖ρ‖ ^ 2) - 1 := by
    rw [resistance, transmission_scatterer hρ]
  rw [hz, hr, hr, (amplitudes_attach hρ M φ).1, key, hw, norm_mul, norm_mul,
    Complex.norm_exp_ofReal_mul_I, one_mul, mul_pow, hb]
  field_simp
  ring

/-- A term harmonic in the phase drops out of the uniform phase mean. -/
theorem phaseMean_harmonic (A B : ℝ) (w : ℂ) :
    phaseMean (fun φ => A + B * (w * Complex.exp (φ * Complex.I)).re) = A := by
  have hre : ∀ φ : ℝ, (w * Complex.exp (φ * Complex.I)).re =
      w.re * Real.cos φ - w.im * Real.sin φ := by
    intro φ
    rw [Complex.mul_re, Complex.exp_ofReal_mul_I_re, Complex.exp_ofReal_mul_I_im]
  have hd : ∀ φ : ℝ, HasDerivAt
      (fun x : ℝ => A * x + B * (w.re * Real.sin x + w.im * Real.cos x))
      (A + B * (w.re * Real.cos φ - w.im * Real.sin φ)) φ := by
    intro φ
    exact (((hasDerivAt_id' φ).const_mul A).fun_add
      ((((Real.hasDerivAt_sin φ).const_mul w.re).fun_add
        ((Real.hasDerivAt_cos φ).const_mul w.im)).const_mul B)).congr_deriv (by ring)
  have hint : ∫ φ in (0 : ℝ)..(2 * Real.pi),
      (A + B * (w.re * Real.cos φ - w.im * Real.sin φ)) = 2 * Real.pi * A := by
    rw [intervalIntegral.integral_eq_sub_of_hasDerivAt (fun φ _ => hd φ)
      (Continuous.intervalIntegrable (by fun_prop) _ _)]
    simp only [Real.sin_two_pi, Real.cos_two_pi, Real.sin_zero, Real.cos_zero]
    ring
  simp only [phaseMean, hre]
  rw [hint, ← mul_assoc, one_div_mul_cancel (by positivity), one_mul]

/-- For two scatterers with reflection amplitudes of magnitude below one, the uniform phase mean
of `1/T - 1` is `z₁ + z₂ + 2 z₁ z₂`, where `zᵢ = 1/(1 - rᵢ²) - 1`. -/
theorem phaseMean_pair {r₁ r₂ z₁ z₂ : ℝ} (h₁ : |r₁| < 1) (h₂ : |r₂| < 1)
    (hz₁ : z₁ = 1 / (1 - r₁ ^ 2) - 1) (hz₂ : z₂ = 1 / (1 - r₂ ^ 2) - 1) :
    phaseMean (fun φ => ‖1 - (r₁ : ℂ) * r₂ * Complex.exp (φ * Complex.I)‖ ^ 2 /
      ((1 - r₁ ^ 2) * (1 - r₂ ^ 2)) - 1) = z₁ + z₂ + 2 * z₁ * z₂ := by
  have n₁ : ‖-(r₁ : ℂ)‖ = |r₁| := by rw [norm_neg, Complex.norm_real, Real.norm_eq_abs]
  have n₂ : ‖(r₂ : ℂ)‖ = |r₂| := by rw [Complex.norm_real, Real.norm_eq_abs]
  have e₁ : resistance (scatterer (-(r₁ : ℂ))) = z₁ := by
    rw [resistance, transmission_scatterer (n₁ ▸ h₁), n₁, sq_abs, hz₁]
  have e₂ : resistance (scatterer (r₂ : ℂ)) = z₂ := by
    rw [resistance, transmission_scatterer (n₂ ▸ h₂), n₂, sq_abs, hz₂]
  have hM : ‖scatterer (r₂ : ℂ) 0 0‖ ^ 2 - ‖scatterer (r₂ : ℂ) 1 0‖ ^ 2 = 1 := by
    have h : 1 - r₂ ^ 2 ≠ 0 := by nlinarith [abs_nonneg r₂, sq_abs r₂]
    have h10 : scatterer (r₂ : ℂ) 1 0 = r₂ * scatterer (r₂ : ℂ) 0 0 := by
      simp [scatterer, mul_comm]
    have hs : ‖scatterer (r₂ : ℂ) 0 0‖ ^ 2 = 1 / (1 - r₂ ^ 2) := by
      rw [← sq_abs r₂, ← n₂, ← transmission_scatterer (n₂ ▸ h₂), transmission, one_div_one_div]
    rw [h10, norm_mul, mul_pow, hs, n₂, sq_abs, ← one_sub_mul, mul_one_div_cancel h]
  have hφ : ∀ φ : ℝ, ‖1 - (r₁ : ℂ) * r₂ * Complex.exp (φ * Complex.I)‖ ^ 2 /
      ((1 - r₁ ^ 2) * (1 - r₂ ^ 2)) - 1 =
      resistance (scatterer (-(r₁ : ℂ)) * gap φ * scatterer (r₂ : ℂ)) := by
    intro φ; rw [resistance, inv_transmission_pair h₁ h₂]
  simp only [hφ, resistance_attach (n₁ ▸ h₁) hM]
  rw [phaseMean_harmonic, e₁, e₂]

/-- When scatterers with `‖ρ‖ < 1` are attached to a current-conserving conductor and all gap
phases are averaged, the factors `1 + 2z` multiply. -/
theorem meanResistance_eq (l : List ℂ) (hl : ∀ ρ ∈ l, ‖ρ‖ < 1)
    (M : Matrix (Fin 2) (Fin 2) ℂ) (hM : ‖M 0 0‖ ^ 2 - ‖M 1 0‖ ^ 2 = 1) :
    meanResistance l M = ((1 + 2 * resistance M) *
      (l.map fun ρ => 1 + 2 * resistance (scatterer ρ)).prod - 1) / 2 := by
  induction l generalizing M with
  | nil =>
    simp only [meanResistance, List.map_nil, List.prod_nil]
    ring
  | cons ρ l ih =>
    have hρ : ‖ρ‖ < 1 := hl ρ (by simp)
    have hl' : ∀ σ ∈ l, ‖σ‖ < 1 := fun σ h => hl σ (List.mem_cons_of_mem _ h)
    rw [List.map_cons, List.prod_cons]
    -- the remaining average is affine in the resistance, so it stays harmonic in this phase
    have step : ∀ φ : ℝ, meanResistance l (scatterer ρ * gap φ * M) =
        ((1 + 2 * (resistance (scatterer ρ) + resistance M +
          2 * resistance (scatterer ρ) * resistance M)) *
          (l.map fun ρ => 1 + 2 * resistance (scatterer ρ)).prod - 1) / 2 +
        (2 / (1 - ‖ρ‖ ^ 2) * (l.map fun ρ => 1 + 2 * resistance (scatterer ρ)).prod) *
          (conj (M 0 0) * ρ * M 1 0 * Complex.exp (φ * Complex.I)).re := by
      intro φ
      rw [ih hl' _ (current_attach hρ hM φ), resistance_attach hρ hM φ]
      ring
    simp only [meanResistance, step]
    rw [phaseMean_harmonic]
    ring

/-- The phase-averaged resistance of `N` identical scatterers with `‖ρ‖ < 1` and individual
resistance `z` is `((1 + 2z)^N - 1)/2`. -/
theorem meanResistance_identical {ρ : ℂ} (hρ : ‖ρ‖ < 1) (N : ℕ) :
    meanResistance (List.replicate N ρ) 1 =
      ((1 + 2 * resistance (scatterer ρ)) ^ N - 1) / 2 := by
  have h1 : resistance 1 = 0 := by simp [resistance, transmission]
  rw [meanResistance_eq _ (fun σ h => by rw [List.eq_of_mem_replicate h]; exact hρ) 1 (by simp),
    h1, List.map_replicate, List.prod_replicate]
  ring

/-- For at least two identical scatterers with `0 < ‖ρ‖ < 1`, the phase-averaged resistance
strictly exceeds the sum `N z` of the individual resistances. -/
theorem ohm_lt_meanResistance {ρ : ℂ} (h0 : 0 < ‖ρ‖) (hρ : ‖ρ‖ < 1) {N : ℕ} (hN : 2 ≤ N) :
    N * resistance (scatterer ρ) < meanResistance (List.replicate N ρ) 1 := by
  have hz : 0 < resistance (scatterer ρ) := by
    have hT : 0 < 1 - ‖ρ‖ ^ 2 := by nlinarith
    rw [resistance, transmission_scatterer hρ, sub_pos, lt_div_iff₀ hT]
    nlinarith
  rw [meanResistance_identical hρ]
  generalize resistance (scatterer ρ) = z at hz ⊢
  -- strict Bernoulli inequality
  have hB : 1 + 2 * (N : ℝ) * z < (1 + 2 * z) ^ N := by
    induction N, hN using Nat.le_induction with
    | base => push_cast; nlinarith [mul_pos hz hz]
    | succ n _ ih =>
      have h := mul_lt_mul_of_pos_right ih (show 0 < 1 + 2 * z by linarith)
      have hn : 0 ≤ (n : ℝ) * (z * z) := by positivity
      rw [pow_succ]
      push_cast
      nlinarith
  linarith

end

end PhaseAveragedResistance
```

```lean
#print axioms PhaseAveragedResistance.phaseMean_pair
#print axioms PhaseAveragedResistance.meanResistance_identical
#print axioms PhaseAveragedResistance.ohm_lt_meanResistance
```

```
'PhaseAveragedResistance.phaseMean_pair' depends on axioms: [propext, Classical.choice, Quot.sound]
'PhaseAveragedResistance.meanResistance_identical' depends on axioms: [propext, Classical.choice, Quot.sound]
'PhaseAveragedResistance.ohm_lt_meanResistance' depends on axioms: [propext, Classical.choice, Quot.sound]
```

In the proof, `amplitudes_attach` multiplies the matrices and factors out the common one-way phase. `current_attach` is the cancellation of cross terms, and `resistance_attach` is the expansion of the square. `phaseMean_harmonic` integrates through an explicit antiderivative whose sine and cosine parts agree at $0$ and $2\pi$. The last theorem proves the strict Bernoulli inequality by induction from $N=2$.

The device that answers your question is `induction l generalizing M` in `meanResistance_eq`. With `M` held fixed, the induction hypothesis would speak only of the original conductor. Generalised, it applies to `scatterer ρ * gap φ * M` for every `φ`, with `current_attach` supplying the conservation law. The local statement `step` then writes the integrand as a constant plus a harmonic term, and `phaseMean_harmonic` removes the latter.

The same argument, done by hand, extends to other phase distributions: if the phases are independent and each has $\langle e^{i\varphi}\rangle=0$, the mean resistance is unchanged. Phases that are $0$ or $\pi$ with equal probability already suffice.
